# A fermionic Bogoliubov transformation preserves a vacuum exactly when it mixes in no creators

## Two sets of quasiparticles, one state or two?

Suppose two runs of a mean-field pairing calculation return different quasiparticle operators. Comparing their coefficients entry by entry can report two different states where there is only one, because quasiparticles may be rotated among themselves without changing their vacuum. The opposite mistake is to assume that the old vacuum is still empty after a transformation that has mixed creators into the annihilators. Occupation numbers computed from that assumption are then wrong.

Both mistakes are avoided by looking at one block of coefficients. Let $b_k$ be $n$ fermionic annihilators with adjoints $b_k^*$, and define

$$d_k=\sum_l\left(X_{kl}b_l+Y_{kl}b_l^*\right),$$

where $X$ and $Y$ are complex $n\times n$ matrices. The block $Y$ decides whether the vacuum is shared.

## The claim

The canonical anticommutation relations (CAR) for the $b$ modes are

$$\{b_k,b_l\}=0,\qquad \{b_k,b_l^*\}=\delta_{kl}.$$

Here $\{A,B\}=AB+BA$. The relation $\{b_k^*,b_l^*\}=0$ follows from the first one by taking adjoints.

Let $\psi\neq0$ satisfy $b_k\psi=0$ for every $k$, and let the $d_k$ obey the CAR as well. Then:

- all $d_k$ kill $\psi$ if and only if $Y=0$;
- if $Y=0$, then $X$ is unitary.

In a mean-field description with finitely many modes, two sets of $n$ fermionic quasiparticle annihilators that are related linearly as above and have a common vacuum therefore differ only by a unitary rotation.

## Derivation

**Creators acting on the vacuum.** Since $b_m\psi=0$,

$$b_mb_l^*\psi=\delta_{ml}\psi-b_l^*b_m\psi=\delta_{ml}\psi.$$

For any coefficients $c_l$ this gives

$$b_m\sum_l c_lb_l^*\psi=c_m\psi.$$

**The vacuum condition forces $Y=0$.** The annihilators in $d_k$ vanish on $\psi$, so

$$d_k\psi=\sum_lY_{kl}b_l^*\psi.$$

If $d_k\psi=0$, applying $b_m$ gives $Y_{km}\psi=0$. As $\psi\neq0$, it follows that $Y_{km}=0$, and this holds for every $k$ and $m$. Conversely, if $Y=0$, then $d_k$ contains annihilators only and kills $\psi$. This equivalence uses the CAR of the $b$ modes, but not those of the $d$ modes.

**Unitarity.** With $Y=0$ the adjoint is $d_l^*=\sum_p\overline{X_{lp}}\,b_p^*$, and therefore

$$\{d_k,d_l^*\}=\sum_{m,p}X_{km}\overline{X_{lp}}\,\delta_{mp}=(XX^\dagger)_{kl}.$$

The CAR of the $d$ modes say that this anticommutator is $\delta_{kl}$. Evaluating both expressions on $\psi$ gives $(XX^\dagger)_{kl}\psi=\delta_{kl}\psi$, hence $XX^\dagger=1$. For a finite square matrix this also gives $X^\dagger X=1$.

**The converse rotation.** If $X$ is unitary and $Y=0$, the same formula gives $\{d_k,d_l^*\}=\delta_{kl}$. Also $\{d_k,d_l\}=0$, because it is a sum of terms $\{b_m,b_p\}=0$. Every unitary rotation therefore produces valid fermionic modes.

**All vacua agree.** The space may carry further degrees of freedom, so the $b$ modes can have several independent vacua. If one nonzero vacuum is shared, then $Y=0$ and $X$ is unitary, and the rotation can be inverted:

$$\sum_k\overline{X_{kl}}\,d_k=\sum_m\Big(\sum_k\overline{X_{kl}}X_{km}\Big)b_m=b_l.$$

A vector killed by all $d_k$ is thus killed by all $b_l$, and the reverse is immediate from $Y=0$.

## Two modes with coefficients 3/5 and 4/5

Label the modes 0 and 1. The rotation

$$d_0=\tfrac35b_0+\tfrac45b_1,\qquad d_1=-\tfrac45b_0+\tfrac35b_1$$

has $Y=0$. The rows of $X$ have squared length $\tfrac{9}{25}+\tfrac{16}{25}=1$ and overlap $-\tfrac{12}{25}+\tfrac{12}{25}=0$. The new modes are fermionic and have the old vacuum.

Now use the same numbers with creators:

$$d_0=\tfrac35b_0+\tfrac45b_1^*,\qquad d_1=\tfrac35b_1-\tfrac45b_0^*.$$

These also obey the CAR; for example $\{d_0,d_1\}=-\tfrac{12}{25}+\tfrac{12}{25}=0$. But $d_0\psi=\tfrac45b_1^*\psi\neq0$. For normalised $\psi$, the mean number of quasiparticles of type $d_0$ in the old vacuum is $\|d_0\psi\|^2=\tfrac{16}{25}$.

## The test in a mean-field code

A code usually stores both sets of quasiparticles in terms of common reference fermions $a_i$:

$$b_k=\sum_i(P_{ki}a_i+Q_{ki}a_i^*),\qquad d_k=\sum_i(R_{ki}a_i+S_{ki}a_i^*).$$

Assume that both sets obey the CAR and that each contains as many modes as there are reference fermions $a_i$. The first relation can then be inverted, so $d_k$ is a combination of the $b_l$ and $b_l^*$ of the form used above. Taking the anticommutator of $d_k$ with $b_l$ isolates the block that matters:

$$Y_{kl}=\{d_k,b_l\}=(RQ^{\mathsf T}+SP^{\mathsf T})_{kl}.$$

If $Y$ vanishes, the two runs have found the same vacuum, however different their coefficient matrices look. In floating-point arithmetic one compares the norm of $Y$ with a tolerance. Degenerate positive quasiparticle energies can give different coefficient matrices with $Y=0$, since a diagonaliser may return any orthonormal basis of a degenerate eigenspace. At zero energy an annihilator and its creator belong to the same eigenspace, so there the choice of basis can change the vacuum.

## How the operators are represented

The modes are labelled by a finite type `ι`, and the states are vectors in a complex inner-product space `V`, which may be infinite-dimensional and need not be complete. Operators are linear maps defined on all of `V`.

The structure `IsCAR b bd` has three fields. `adj` says that `bd k` is the formal adjoint of `b k`, with the inner product conjugate-linear in its first argument. `anti` and `mixed` are the two anticommutation relations, stated on every vector. The definitions `quasi` and `quasiDag` are $d_k$ and $d_k^*$, with rows of `X` and `Y` labelling the new modes.

In `shared_vacuum_iff`, the hypothesis `h` gives the CAR for the $b$ modes, and `hd` gives them for the $d$ modes. The latter is the physical requirement that the new quasiparticles are themselves fermions. The vector `ψ` is required to be nonzero, not normalised. The conclusion of the theorem joins the equivalence with the implication from `Y = 0` to membership of `X` in `Matrix.unitaryGroup ι ℂ`.

The existence of a vacuum is assumed. No Hamiltonian appears, so nothing is said about whether the vacuum is a ground state, and infinitely many modes are not covered.

## The complete Lean file

```lean
import Mathlib

open scoped InnerProductSpace

namespace SharedQuasiparticleVacuum

noncomputable section

variable {ι V : Type*} [Fintype ι] [DecidableEq ι]
  [NormedAddCommGroup V] [InnerProductSpace ℂ V]

/-- The operators `b k` and their adjoints `bd k` obey the canonical anticommutation relations. -/
structure IsCAR (b bd : ι → V →ₗ[ℂ] V) : Prop where
  adj : ∀ k x y, ⟪bd k x, y⟫_ℂ = ⟪x, b k y⟫_ℂ
  anti : ∀ k l x, b k (b l x) + b l (b k x) = 0
  mixed : ∀ k l x, b k (bd l x) + bd l (b k x) = (if k = l then (1 : ℂ) else 0) • x

/-- The Bogoliubov quasiparticle annihilator `d_k = ∑ l, (X_kl b_l + Y_kl b_l*)`. -/
def quasi (b bd : ι → V →ₗ[ℂ] V) (X Y : Matrix ι ι ℂ) (k : ι) : V →ₗ[ℂ] V :=
  ∑ l, (X k l • b l + Y k l • bd l)

/-- The quasiparticle creator `d_k* = ∑ l, (conj X_kl b_l* + conj Y_kl b_l)`. -/
def quasiDag (b bd : ι → V →ₗ[ℂ] V) (X Y : Matrix ι ι ℂ) (k : ι) : V →ₗ[ℂ] V :=
  ∑ l, (star (X k l) • bd l + star (Y k l) • b l)

omit [DecidableEq ι] in
/-- Without the admixture `Y`, quasiparticle annihilators combine annihilators only, and
quasiparticle creators combine creators only. -/
theorem quasi_without_mixing (b bd : ι → V →ₗ[ℂ] V) (X : Matrix ι ι ℂ) (k : ι) (x : V) :
    quasi b bd X 0 k x = ∑ l, X k l • b l x ∧
      quasiDag b bd X 0 k x = ∑ l, star (X k l) • bd l x := by
  constructor
  · simp [quasi, LinearMap.sum_apply]
  · simp [quasiDag, LinearMap.sum_apply]

omit [DecidableEq ι] in
/-- If the anticommutators of two families of operators are numbers `g m p`, the anticommutator
of two linear combinations is the corresponding bilinear sum. -/
theorem anticommutator_of_sums (A B : ι → V →ₗ[ℂ] V) (g : ι → ι → ℂ)
    (h : ∀ m p x, A m (B p x) + B p (A m x) = g m p • x) (u v : ι → ℂ) (x : V) :
    ∑ m, u m • A m (∑ p, v p • B p x) + ∑ p, v p • B p (∑ m, u m • A m x)
      = (∑ m, ∑ p, u m * v p * g m p) • x := by
  simp only [map_sum, map_smul, Finset.smul_sum, Finset.sum_smul]
  -- bring both double sums into the same order and compare term by term
  have e : ∑ p, ∑ m, v p • u m • B p (A m x) = ∑ m, ∑ p, v p • u m • B p (A m x) :=
    Finset.sum_comm
  rw [e, ← Finset.sum_add_distrib]
  refine Finset.sum_congr rfl fun m _ => ?_
  rw [← Finset.sum_add_distrib]
  refine Finset.sum_congr rfl fun p _ => ?_
  rw [mul_smul, ← h m p x]
  module

/-- Annihilating mode `m` in a one-particle state over the vacuum returns the vacuum times the
amplitude of that mode. -/
theorem annihilate_one_particle {b bd : ι → V →ₗ[ℂ] V} (h : IsCAR b bd) {ψ : V}
    (hψ : ∀ k, b k ψ = 0) (c : ι → ℂ) (m : ι) :
    b m (∑ l, c l • bd l ψ) = c m • ψ := by
  have e : ∀ l, b m (bd l ψ) = (if m = l then (1 : ℂ) else 0) • ψ := by
    intro l
    have := h.mixed m l ψ
    rwa [hψ m, map_zero, add_zero] at this
  simp only [map_sum, map_smul, e]
  simp

/-- A nonzero vacuum of the `b` modes is killed by all `d_k` exactly when `Y = 0`. -/
theorem killed_iff_no_mixing {b bd : ι → V →ₗ[ℂ] V} (h : IsCAR b bd) (X Y : Matrix ι ι ℂ)
    {ψ : V} (h0 : ψ ≠ 0) (hψ : ∀ k, b k ψ = 0) :
    (∀ k, quasi b bd X Y k ψ = 0) ↔ Y = 0 := by
  constructor
  · intro hd
    ext k m
    -- on the vacuum only the creators in `d_k` survive
    have e : quasi b bd X Y k ψ = ∑ l, Y k l • bd l ψ := by
      simp [quasi, LinearMap.sum_apply, hψ]
    have h1 := congrArg (b m) (hd k)
    rw [e, annihilate_one_particle h hψ (Y k) m, map_zero] at h1
    simpa using (smul_eq_zero.1 h1).resolve_right h0
  · rintro rfl k
    simp [quasi, LinearMap.sum_apply, hψ]

/-- For two sets of CAR operators related by a Bogoliubov transformation, a nonzero vacuum of the
`b` modes is a vacuum of the `d` modes iff `Y = 0`, and in that case `X` is unitary. -/
theorem shared_vacuum_iff {b bd : ι → V →ₗ[ℂ] V} (h : IsCAR b bd) {X Y : Matrix ι ι ℂ}
    (hd : IsCAR (quasi b bd X Y) (quasiDag b bd X Y))
    {ψ : V} (h0 : ψ ≠ 0) (hψ : ∀ k, b k ψ = 0) :
    ((∀ k, quasi b bd X Y k ψ = 0) ↔ Y = 0) ∧ (Y = 0 → X ∈ Matrix.unitaryGroup ι ℂ) := by
  refine ⟨killed_iff_no_mixing h X Y h0 hψ, ?_⟩
  rintro rfl
  rw [Matrix.mem_unitaryGroup_iff]
  ext k l
  -- evaluate the anticommutator of `d_k` and `d_l*` on the vacuum in two ways
  have h1 := hd.mixed k l ψ
  simp only [(quasi_without_mixing b bd X _ _).1, (quasi_without_mixing b bd X _ _).2] at h1
  have h2 := (anticommutator_of_sums b bd (fun m p => if m = p then (1 : ℂ) else 0)
    h.mixed (X k) (fun p => star (X l p)) ψ).symm.trans h1
  have h3 := smul_left_injective ℂ h0 h2
  simpa [Matrix.mul_apply, Matrix.one_apply, Matrix.star_apply] using h3

/-- A unitary rotation of the annihilators among themselves preserves the canonical
anticommutation relations. -/
theorem unitary_rotation_isCAR {b bd : ι → V →ₗ[ℂ] V} (h : IsCAR b bd) {X : Matrix ι ι ℂ}
    (hX : X ∈ Matrix.unitaryGroup ι ℂ) : IsCAR (quasi b bd X 0) (quasiDag b bd X 0) where
  adj k x y := by
    rw [(quasi_without_mixing b bd X k y).1, (quasi_without_mixing b bd X k x).2]
    simp [h.adj, mul_comm]
  anti k l x := by
    simp only [(quasi_without_mixing b bd X _ _).1]
    exact (anticommutator_of_sums b b (fun _ _ => 0)
      (fun m p x => by simpa using h.anti m p x) (X k) (X l) x).trans (by simp)
  mixed k l x := by
    simp only [(quasi_without_mixing b bd X _ _).1, (quasi_without_mixing b bd X _ _).2]
    refine (anticommutator_of_sums b bd (fun m p => if m = p then (1 : ℂ) else 0)
      h.mixed (X k) (fun p => star (X l p)) x).trans ?_
    congr 1
    have := congrFun (congrFun (Matrix.mem_unitaryGroup_iff.1 hX) k) l
    simpa [Matrix.mul_apply, Matrix.one_apply, Matrix.star_apply] using this

/-- If the two sets of modes share one nonzero vacuum, then every vector is a vacuum of the `b`
modes iff it is a vacuum of the `d` modes. -/
theorem all_vacua_shared {b bd : ι → V →ₗ[ℂ] V} (h : IsCAR b bd) {X Y : Matrix ι ι ℂ}
    (hd : IsCAR (quasi b bd X Y) (quasiDag b bd X Y)) {ψ : V} (h0 : ψ ≠ 0)
    (hψ : ∀ k, b k ψ = 0) (hψ' : ∀ k, quasi b bd X Y k ψ = 0) (φ : V) :
    (∀ k, b k φ = 0) ↔ ∀ k, quasi b bd X Y k φ = 0 := by
  obtain ⟨h1, h2⟩ := shared_vacuum_iff h hd h0 hψ
  have hY : Y = 0 := h1.1 hψ'
  have hU := h2 hY
  subst hY
  constructor
  · intro hφ k
    simp [(quasi_without_mixing b bd X k φ).1, hφ]
  · intro hφ l
    have hX : ∀ m, ∑ k, star (X k l) * X k m = if l = m then (1 : ℂ) else 0 := by
      intro m
      have := congrFun (congrFun (Matrix.mem_unitaryGroup_iff'.1 hU) l) m
      simpa [Matrix.mul_apply, Matrix.one_apply, Matrix.star_apply] using this
    -- invert the rotation: `b_l = ∑ k, conj X_kl d_k`
    have e : ∑ k, star (X k l) • quasi b bd X 0 k φ = b l φ := by
      simp only [(quasi_without_mixing b bd X _ φ).1, Finset.smul_sum, smul_smul]
      rw [Finset.sum_comm]
      simp only [← Finset.sum_smul, hX]
      simp
    rw [← e]
    simp [hφ]

/-- Annihilators of two fermionic modes on the four-dimensional Fock space. -/
def fockB (k : Fin 2) : EuclideanSpace ℂ (Fin 4) →ₗ[ℂ] EuclideanSpace ℂ (Fin 4) where
  toFun x := (![!₂[x 1, 0, x 3, 0], !₂[x 2, -x 3, 0, 0]] : Fin 2 → EuclideanSpace ℂ (Fin 4)) k
  map_add' x y := by
    fin_cases k <;> ext i <;> fin_cases i <;> simp
    ring
  map_smul' c x := by
    fin_cases k <;> ext i <;> fin_cases i <;> simp

/-- Creators of two fermionic modes on the four-dimensional Fock space. -/
def fockBd (k : Fin 2) : EuclideanSpace ℂ (Fin 4) →ₗ[ℂ] EuclideanSpace ℂ (Fin 4) where
  toFun x := (![!₂[0, x 0, 0, x 2], !₂[0, 0, x 0, -x 1]] : Fin 2 → EuclideanSpace ℂ (Fin 4)) k
  map_add' x y := by
    fin_cases k <;> ext i <;> fin_cases i <;> simp
    ring
  map_smul' c x := by
    fin_cases k <;> ext i <;> fin_cases i <;> simp

/-- The two-mode Fock operators and their rotation with coefficients 3/5 and 4/5 both obey the
CAR, and the first basis vector is a nonzero vacuum of the original modes. -/
theorem shared_vacuum_witness :
    IsCAR fockB fockBd ∧
    IsCAR (quasi fockB fockBd !![3/5, 4/5; -4/5, 3/5] 0)
      (quasiDag fockB fockBd !![3/5, 4/5; -4/5, 3/5] 0) ∧
    (!₂[1, 0, 0, 0] : EuclideanSpace ℂ (Fin 4)) ≠ 0 ∧
    ∀ k, fockB k !₂[1, 0, 0, 0] = 0 := by
  have h : IsCAR fockB fockBd := by
    refine ⟨fun k x y => ?_, fun k l x => ?_, fun k l x => ?_⟩
    · fin_cases k <;> simp [fockB, fockBd, PiLp.inner_apply, Fin.sum_univ_four]
    · fin_cases k <;> fin_cases l <;> ext i <;> fin_cases i <;> simp [fockB]
    · fin_cases k <;> fin_cases l <;> ext i <;> fin_cases i <;> simp [fockB, fockBd]
  refine ⟨h, unitary_rotation_isCAR h ?_, ?_, ?_⟩
  · have c3 : (starRingEnd ℂ) 3 = 3 := Complex.ext (by simp) (by simp)
    have c4 : (starRingEnd ℂ) 4 = 4 := Complex.ext (by simp) (by simp)
    have c5 : (starRingEnd ℂ) 5 = 5 := Complex.ext (by simp) (by simp)
    rw [Matrix.mem_unitaryGroup_iff]
    ext i j
    fin_cases i <;> fin_cases j <;>
      simp [Matrix.mul_apply, Fin.sum_univ_two, Matrix.star_apply, c3, c4, c5] <;> norm_num
  · intro h0
    have := congrArg (fun v : EuclideanSpace ℂ (Fin 4) => v 0) h0
    simp at this
  · intro k
    fin_cases k <;> ext i <;> fin_cases i <;> simp [fockB]

end

end SharedQuasiparticleVacuum
```

```lean
#print axioms SharedQuasiparticleVacuum.shared_vacuum_iff
-- 'SharedQuasiparticleVacuum.shared_vacuum_iff' depends on axioms: [propext, Classical.choice, Quot.sound]
#print axioms SharedQuasiparticleVacuum.all_vacua_shared
-- 'SharedQuasiparticleVacuum.all_vacua_shared' depends on axioms: [propext, Classical.choice, Quot.sound]
```

## How the proof follows the derivation

`quasi_without_mixing` writes out $d_k$ and $d_k^*$ for $Y=0$, so that later proofs can work with sums of pure annihilators or pure creators.

`anticommutator_of_sums` is the bilinear formula behind the unitarity step. It takes two families of operators whose anticommutators are numbers `g m p` and computes the anticommutator of two linear combinations. The proof expands both products into double sums, uses `Finset.sum_comm` to put them in the same order, and applies the known anticommutator to each pair of terms.

`annihilate_one_particle` is the first step of the derivation. The field `mixed` is evaluated on the vacuum, the term containing `b m ψ` disappears, and the Kronecker delta selects the coefficient `c m`.

`killed_iff_no_mixing` proves the equivalence. In the forward direction, `e` records that only creators survive in $d_k\psi$. Applying `b m` to $d_k\psi=0$ then gives $Y_{km}\psi=0$, and `smul_eq_zero` together with `h0` leaves $Y_{km}=0$. As in the derivation, the CAR of the $d$ modes are not among its hypotheses.

`shared_vacuum_iff` adds unitarity. It obtains $\{d_k,d_l^*\}\psi$ once from `hd.mixed` and once from `anticommutator_of_sums`. The injectivity lemma `smul_left_injective` removes the nonzero vector `ψ`, which leaves the entries of $XX^\dagger=1$.

`unitary_rotation_isCAR` runs the calculation the other way. Its `anti` field uses the bilinear formula with all numbers `g m p` equal to zero, and its `mixed` field uses the Kronecker delta followed by $XX^\dagger=1$. The `adj` field checks that `quasiDag` really is the adjoint.

`all_vacua_shared` first obtains $Y=0$ and the unitarity of $X$ from the shared vacuum. The local statement `hX` is $X^\dagger X=1$ in components, and `e` is the inverse rotation evaluated on `φ`.

The last part of the file supplies a concrete case. `fockB` and `fockBd` act on $\mathbb C^4$, whose basis vectors 0 to 3 are the empty state, mode 0 occupied, mode 1 occupied, and both occupied. The minus signs are the Jordan–Wigner signs that make operators of different modes anticommute. `shared_vacuum_witness` checks the CAR component by component, confirms that the first basis vector is a nonzero vacuum, and applies `unitary_rotation_isCAR` to the 3/5, 4/5 rotation worked out above.
